# Positive product rules on the sphere with equispaced azimuths and no pole nodes need at least $(L+1)^2/2$ points for exactness through degree $L$

When an atom-centred grid has too few angular points, it can report a nonzero integral for a spherical harmonic that integrates to zero, or miss a positive integral entirely. The Lean file below proves a lower bound on the number of points needed for exactness through degree $L$, for grids that combine $n$ polar nodes strictly between the poles, with positive weights, and $M$ equispaced azimuths.

```lean
import Mathlib

open scoped Real
open Finset

namespace SphericalProductQuadrature

noncomputable section

/-- The polar rule with nodes `x` and weights `w` integrates every real polynomial of degree
at most `L` exactly over `[-1,1]`. -/
def PolarExact {n : ℕ} (x w : Fin n → ℝ) (L : ℕ) : Prop :=
  ∀ p : Polynomial ℝ, p.natDegree ≤ L →
    ∑ i, w i * p.eval (x i) = ∫ t in (-1 : ℝ)..1, p.eval t

/-- The `k`-th of `M` equispaced azimuthal angles, for `M > 0`. -/
def ringAngle (M k : ℕ) : ℝ := 2 * π * k / M

/-- The average of `exp (i m φ)` over `M` equispaced azimuths, for `M > 0`. -/
def azimuthalAverage (M : ℕ) (m : ℤ) : ℂ :=
  (∑ k ∈ range M, Complex.exp (Complex.I * m * (ringAngle M k : ℂ))) / M

/-- The angular function `sin^|m| θ · P(cos θ) · exp (i m φ)`, written with `z = cos θ`
in `[-1,1]`. -/
def mode (m : ℤ) (p : Polynomial ℝ) (z φ : ℝ) : ℂ :=
  ((Real.sqrt (1 - z ^ 2) ^ m.natAbs * p.eval z : ℝ) : ℂ) * Complex.exp (Complex.I * m * φ)

/-- The product rule on the sphere: `n` polar nodes times `M > 0` equispaced azimuths, each
azimuth carrying the weight `2π/M`. -/
def productRule {n : ℕ} (x w : Fin n → ℝ) (M : ℕ) (f : ℝ → ℝ → ℂ) : ℂ :=
  ∑ i, ∑ k ∈ range M, ((w i * (2 * π / M) : ℝ) : ℂ) * f (x i) (ringAngle M k)

/-- The product rule integrates over the sphere exactly every mode
`sin^|m| θ · P(cos θ) · exp (i m φ)` with `|m| + deg P ≤ L`. -/
def SphereExact {n : ℕ} (x w : Fin n → ℝ) (M L : ℕ) : Prop :=
  ∀ (m : ℤ) (p : Polynomial ℝ), m.natAbs + p.natDegree ≤ L →
    productRule x w M (mode m p) = ∫ z in (-1 : ℝ)..1, ∫ φ in (0 : ℝ)..(2 * π), mode m p z φ

/-- An `n`-node rule on `[-1,1]` exact for all polynomials of degree at most `L`
has `2n ≥ L + 1`. -/
theorem polar_bound {n L : ℕ} {x w : Fin n → ℝ} (h : PolarExact x w L) : L + 1 ≤ 2 * n := by
  by_contra hn
  -- the squared node polynomial is invisible to the rule
  let q : Polynomial ℝ := ∏ i, (Polynomial.X - Polynomial.C (x i))
  have hq : q.natDegree ≤ n := by
    refine (Polynomial.natDegree_prod_le _ _).trans ?_
    simp
  have hdeg : (q ^ 2).natDegree ≤ L := by
    have := Polynomial.natDegree_pow_le (p := q) (n := 2)
    omega
  have heval : ∀ t, (q ^ 2).eval t = (∏ i, (t - x i)) ^ 2 := by
    intro t
    simp [q, Polynomial.eval_prod]
  have hzero : ∑ i, w i * (q ^ 2).eval (x i) = 0 := by
    refine Finset.sum_eq_zero fun i _ => ?_
    rw [heval, Finset.prod_eq_zero (Finset.mem_univ i) (sub_self (x i))]
    ring
  -- but its integral is positive
  have hpos : 0 < ∫ t in (-1 : ℝ)..1, (q ^ 2).eval t := by
    refine intervalIntegral.integral_pos (by norm_num) (q ^ 2).continuous.continuousOn
      (fun t _ => by rw [heval]; positivity) ?_
    obtain ⟨c, hc, hcx⟩ := ((Set.Icc_infinite (show (-1 : ℝ) < 1 by norm_num)).sdiff
      (Set.finite_range x)).nonempty
    refine ⟨c, hc, ?_⟩
    rw [heval]
    have hne : ∏ i, (c - x i) ≠ 0 :=
      Finset.prod_ne_zero_iff.mpr fun i _ hi => hcx ⟨i, (sub_eq_zero.mp hi).symm⟩
    positivity
  have := h _ hdeg
  linarith

/-- Aliasing: the average of `exp (i m φ)` over `M > 0` equispaced azimuths is one if `M`
divides `m`, and zero otherwise. -/
theorem azimuthalAverage_eq {M : ℕ} (hM : 0 < M) (m : ℤ) :
    azimuthalAverage M m = if (M : ℤ) ∣ m then 1 else 0 := by
  have hM' : (M : ℂ) ≠ 0 := by exact_mod_cast hM.ne'
  have hinv := mul_inv_cancel₀ hM'
  unfold azimuthalAverage
  split_ifs with hd
  · obtain ⟨c, rfl⟩ := hd
    have h1 : ∀ k ∈ range M,
        Complex.exp (Complex.I * ((M * c : ℤ) : ℂ) * (ringAngle M k : ℂ)) = 1 := by
      intro k _
      refine Complex.exp_eq_one_iff.mpr ⟨c * k, ?_⟩
      simp only [ringAngle]
      push_cast
      linear_combination (Complex.I * c * 2 * π * k) * hinv
    rw [Finset.sum_congr rfl h1]
    simp [hM']
  · -- a geometric sum over a nontrivial root of unity
    set r : ℂ := Complex.exp (Complex.I * m * (2 * π / M)) with hr
    have hk : ∀ k ∈ range M,
        Complex.exp (Complex.I * m * (ringAngle M k : ℂ)) = r ^ k := by
      intro k _
      rw [hr, ← Complex.exp_nat_mul]
      congr 1
      simp only [ringAngle]
      push_cast
      ring
    have hrM : r ^ M = 1 := by
      rw [hr, ← Complex.exp_nat_mul]
      refine Complex.exp_eq_one_iff.mpr ⟨m, ?_⟩
      linear_combination (Complex.I * m * 2 * π) * hinv
    have hr1 : r ≠ 1 := by
      intro h
      obtain ⟨c, hc⟩ := Complex.exp_eq_one_iff.mp h
      have hmc : (m : ℂ) = M * c := by
        apply mul_right_cancel₀ Complex.two_pi_I_ne_zero
        linear_combination (M : ℂ) * hc - (Complex.I * m * 2 * π) * hinv
      exact hd ⟨c, by exact_mod_cast hmc⟩
    have hg := mul_neg_geom_sum r M
    rw [hrM, sub_self] at hg
    rw [Finset.sum_congr rfl hk,
      (mul_eq_zero.mp hg).resolve_left (sub_ne_zero.mpr hr1.symm), zero_div]

/-- The average over `M > 0` equispaced azimuths annihilates `exp (i m φ)` for all integers
`0 < |m| ≤ L` if and only if `M ≥ L + 1`. -/
theorem azimuthal_iff {M : ℕ} (hM : 0 < M) (L : ℕ) :
    (∀ m : ℤ, 0 < |m| → |m| ≤ L → azimuthalAverage M m = 0) ↔ L + 1 ≤ M := by
  constructor
  · intro h
    by_contra hL
    have h0 := h M (by rw [Nat.abs_cast]; omega) (by rw [Nat.abs_cast]; omega)
    rw [azimuthalAverage_eq hM, if_pos (dvd_refl _)] at h0
    exact one_ne_zero h0
  · intro h m h0 hm
    rw [azimuthalAverage_eq hM, if_neg]
    intro hd
    have := Int.le_of_dvd h0 ((dvd_abs _ _).mpr hd)
    omega

/-- If the polar rule is exact through degree `L` and the average over `M > 0` azimuths
annihilates `exp (i m φ)` for `0 < |m| ≤ L`, then `nM ≥ (L + 1)² / 2`. -/
theorem factor_points_bound {n M L : ℕ} {x w : Fin n → ℝ} (hM : 0 < M)
    (hp : PolarExact x w L)
    (ha : ∀ m : ℤ, 0 < |m| → |m| ≤ L → azimuthalAverage M m = 0) :
    ((L : ℝ) + 1) ^ 2 / 2 ≤ n * M := by
  have h := Nat.mul_le_mul (polar_bound hp) ((azimuthal_iff hM L).mp ha)
  have h' : ((L : ℝ) + 1) * (L + 1) ≤ 2 * n * M := by exact_mod_cast h
  linarith

/-- On a mode the product rule factorises into a polar sum and an azimuthal average. -/
theorem productRule_mode {n : ℕ} (x w : Fin n → ℝ) (M : ℕ) (m : ℤ) (p : Polynomial ℝ) :
    productRule x w M (mode m p) = 2 * π *
      ((∑ i, w i * (Real.sqrt (1 - x i ^ 2) ^ m.natAbs * p.eval (x i)) : ℝ) : ℂ) *
      azimuthalAverage M m := by
  unfold productRule mode azimuthalAverage
  push_cast
  rw [Finset.mul_sum, Finset.sum_mul]
  refine Finset.sum_congr rfl fun i _ => ?_
  rw [Finset.sum_div, Finset.mul_sum]
  refine Finset.sum_congr rfl fun k _ => ?_
  ring

/-- The integral of a mode over the sphere is `2π ∫ P` for `m = 0` and zero for `m ≠ 0`. -/
theorem integral_mode (m : ℤ) (p : Polynomial ℝ) :
    (∫ z in (-1 : ℝ)..1, ∫ φ in (0 : ℝ)..(2 * π), mode m p z φ) =
      if m = 0 then 2 * π * ((∫ z in (-1 : ℝ)..1, p.eval z : ℝ) : ℂ) else 0 := by
  split_ifs with hm
  · subst hm
    have h : ∀ z φ, mode 0 p z φ = ((p.eval z : ℝ) : ℂ) := by
      intro z φ
      simp [mode]
    simp only [h, intervalIntegral.integral_const, sub_zero, Complex.real_smul,
      intervalIntegral.integral_const_mul, intervalIntegral.integral_ofReal]
    push_cast
    ring
  · have hc : Complex.I * (m : ℂ) ≠ 0 :=
      mul_ne_zero Complex.I_ne_zero (by exact_mod_cast hm)
    have h1 : Complex.exp (Complex.I * m * ((2 * π : ℝ) : ℂ)) = 1 :=
      Complex.exp_eq_one_iff.mpr ⟨m, by push_cast; ring⟩
    have h : (∫ φ in (0 : ℝ)..(2 * π), Complex.exp (Complex.I * m * φ)) = 0 := by
      rw [integral_exp_mul_complex hc, h1]
      simp
    simp only [mode, intervalIntegral.integral_const_mul, h, mul_zero,
      intervalIntegral.integral_zero]

/-- For positive weights, polar nodes strictly between the poles and `M > 0` azimuths, the
product rule is exact on the sphere through degree `L` if and only if its polar factor is exact
through degree `L` and `M ≥ L + 1`. -/
theorem sphereExact_iff {n M L : ℕ} {x w : Fin n → ℝ} (hM : 0 < M)
    (hx : ∀ i, x i ∈ Set.Ioo (-1 : ℝ) 1) (hw : ∀ i, 0 < w i) :
    SphereExact x w M L ↔ PolarExact x w L ∧ L + 1 ≤ M := by
  have h2 : (2 * π : ℂ) ≠ 0 := by simp [Real.pi_ne_zero]
  constructor
  · intro h
    have hpol : PolarExact x w L := by
      intro p hp
      have e := h 0 p (by simpa using hp)
      rw [productRule_mode, integral_mode, azimuthalAverage_eq hM, if_pos (dvd_zero _),
        if_pos rfl, mul_one] at e
      have e' := Complex.ofReal_injective (mul_left_cancel₀ h2 e)
      simpa only [Int.natAbs_zero, pow_zero, one_mul] using e'
    refine ⟨hpol, ?_⟩
    by_contra hL
    have hn : 0 < n := by
      have := polar_bound hpol
      omega
    -- the mode `m = M` is positive at every grid point, so the rule cannot return zero
    have e := h M 1 (by rw [Int.natAbs_natCast, Polynomial.natDegree_one]; omega)
    rw [productRule_mode, integral_mode, azimuthalAverage_eq hM, if_pos (dvd_refl _),
      if_neg (by exact_mod_cast hM.ne'), mul_one] at e
    have e' := Complex.ofReal_eq_zero.mp ((mul_eq_zero.mp e).resolve_left h2)
    refine (Finset.sum_pos (fun i _ => ?_) ⟨⟨0, hn⟩, Finset.mem_univ _⟩).ne' e'
    rw [Polynomial.eval_one, mul_one]
    exact mul_pos (hw i) (pow_pos (Real.sqrt_pos.mpr (by nlinarith [(hx i).1, (hx i).2])) _)
  · rintro ⟨hpol, hL⟩ m p hmp
    rw [productRule_mode, integral_mode]
    split_ifs with hm
    · subst hm
      rw [azimuthalAverage_eq hM, if_pos (dvd_zero _), mul_one, ← hpol p (by omega)]
      simp only [Int.natAbs_zero, pow_zero, one_mul]
    · have hmL : |m| ≤ (L : ℤ) := by
        rw [Int.abs_eq_natAbs]
        omega
      rw [(azimuthal_iff hM L).mpr hL m (abs_pos.mpr hm) hmL, mul_zero]

/-- A product rule with positive weights, polar nodes strictly between the poles and `M > 0`
azimuths that is exact on the sphere through degree `L` has `nM ≥ (L + 1)² / 2` points. -/
theorem sphere_points_bound {n M L : ℕ} {x w : Fin n → ℝ} (hM : 0 < M)
    (hx : ∀ i, x i ∈ Set.Ioo (-1 : ℝ) 1) (hw : ∀ i, 0 < w i) (h : SphereExact x w M L) :
    ((L : ℝ) + 1) ^ 2 / 2 ≤ n * M := by
  obtain ⟨hp, hL⟩ := (sphereExact_iff hM hx hw).mp h
  exact factor_points_bound hM hp ((azimuthal_iff hM L).mpr hL)

/-- The two-point Gauss rule, with nodes `±√(1/3)` and unit weights, is exact through
degree three. -/
theorem gauss_two_exact :
    PolarExact ![-Real.sqrt (1 / 3), Real.sqrt (1 / 3)] ![1, 1] 3 := by
  intro p hp
  have hs : Real.sqrt (1 / 3) ^ 2 = 1 / 3 := Real.sq_sqrt (by norm_num)
  generalize Real.sqrt (1 / 3) = a at hs ⊢
  have e : ∀ t, p.eval t = ∑ k ∈ range 4, p.coeff k * t ^ k :=
    fun t => Polynomial.eval_eq_sum_range' (by omega) t
  simp only [e]
  rw [intervalIntegral.integral_finsetSum (fun k _ =>
    (by fun_prop : Continuous fun t : ℝ => p.coeff k * t ^ k).intervalIntegrable _ _)]
  simp only [intervalIntegral.integral_const_mul, integral_pow, Fin.sum_univ_two,
    Finset.sum_range_succ, Finset.sum_range_zero, Matrix.cons_val_zero, Matrix.cons_val_one]
  push_cast
  linear_combination 2 * p.coeff 2 * hs

/-- The two-point Gauss rule times four azimuths is exact on the sphere through degree three,
and its eight points equal `(3 + 1)² / 2`. -/
theorem sphereExact_witness :
    SphereExact ![-Real.sqrt (1 / 3), Real.sqrt (1 / 3)] ![1, 1] 4 3 ∧
      ((3 : ℝ) + 1) ^ 2 / 2 = 2 * 4 := by
  have hs : Real.sqrt (1 / 3) ^ 2 = 1 / 3 := Real.sq_sqrt (by norm_num)
  have h0 : 0 ≤ Real.sqrt (1 / 3) := Real.sqrt_nonneg _
  have h1 : Real.sqrt (1 / 3) < 1 := by nlinarith
  refine ⟨(sphereExact_iff (by norm_num) ?_ ?_).mpr ⟨gauss_two_exact, by norm_num⟩, by norm_num⟩
  · exact Fin.forall_fin_two.mpr
      ⟨⟨show (-1 : ℝ) < -Real.sqrt (1 / 3) by linarith,
        show -Real.sqrt (1 / 3) < (1 : ℝ) by linarith⟩,
       ⟨show (-1 : ℝ) < Real.sqrt (1 / 3) by linarith, h1⟩⟩
  · exact Fin.forall_fin_two.mpr
      ⟨show (0 : ℝ) < 1 by norm_num, show (0 : ℝ) < 1 by norm_num⟩

end

end SphericalProductQuadrature
```

```lean
#print axioms SphericalProductQuadrature.sphere_points_bound
```

```
'SphericalProductQuadrature.sphere_points_bound' depends on axioms: [propext, Classical.choice, Quot.sound]
```

## Integrating over one shell

Around an atom, an integral is commonly split into radial shells, each with an angular integral over the unit sphere. With $z=\cos\theta$ the surface element is $dz\,d\varphi$, where $-1\le z\le1$ and $0\le\varphi\le2\pi$. A product rule replaces the angular integral of $f$ by

$$Q(f)=\sum_i\sum_{k=0}^{M-1} w_i\,\frac{2\pi}{M}\,f(x_i,\varphi_k),\qquad \varphi_k=\frac{2\pi k}{M}.$$

In Lean, `x w : Fin n → ℝ` are the polar nodes and weights, so `x i` is a value of $\cos\theta$ and not a Cartesian coordinate. `ringAngle M k` is $\varphi_k$, and `productRule` is $Q$. Every ring starts at $\varphi=0$; staggered rings are not treated. The weights of an exact rule add up to $4\pi$.

`PolarExact x w L` says that $\sum_i w_i\,p(x_i)=\int_{-1}^1 p(t)\,dt$ for every real polynomial $p$ of degree at most $L$. `SphereExact x w M L` says that $Q$ is exact for every function

$$f_{m,P}(z,\varphi)=(1-z^2)^{|m|/2}P(z)\,e^{im\varphi},\qquad |m|+\deg P\le L,$$

with $m$ an integer and $P$ a real polynomial. These functions, called `mode`, are unnormalised, and $P$ need not be a Legendre derivative. They span the spherical harmonics through degree $L$, a textbook fact that the Lean code does not prove.

## What the theorems say about the grid

- `polar_bound`: polar exactness through $L$ forces $L+1\le2n$. The weights may have any sign, and the nodes need not be distinct or lie in $[-1,1]$.
- `azimuthal_iff`: for $M>0$, the equispaced average of $e^{im\varphi}$ vanishes for all integers $0<|m|\le L$ if and only if $M\ge L+1$.
- `factor_points_bound`: these two properties together give $nM\ge(L+1)^2/2$.
- `sphereExact_iff`: for positive weights, nodes strictly between the poles and $M>0$, exactness on the sphere is equivalent to polar exactness through $L$ together with $M\ge L+1$.
- `sphere_points_bound`: under those same conditions, exactness on the sphere gives the same point count.

In density-functional calculations, the count limits how small such a product grid can be on one shell if it is to integrate every angular function of degree at most $L$ exactly. The step from here to a real calculation is the assumption that the integrand on a shell is well represented by harmonics through $L$; the error from higher harmonics is not estimated.

## Too few polar nodes miss a positive integral

Let $q(t)=\prod_i(t-x_i)$. Its square has degree $2n$ and vanishes at every node, so the rule gives $\sum_i w_i\,q(x_i)^2=0$. But $q^2$ is nonnegative and has only finitely many zeros, so $\int_{-1}^1q(t)^2\,dt>0$. If $2n\le L$, exactness would equate the two. Hence $2n\ge L+1$.

The proof of `polar_bound` follows this argument by contradiction: `hzero` is the vanishing sum and `hpos` the positive integral. For the latter, Lean picks a point of the infinite set $[-1,1]$ outside the finite set of nodes, where $q^2$ is strictly positive.

## Too few azimuths turn a wave into a constant

Write $r=e^{2\pi im/M}$. The azimuthal average is

$$A_M(m)=\frac1M\sum_{k=0}^{M-1}e^{im\varphi_k}=\frac1M\sum_{k=0}^{M-1}r^k.$$

If $M$ divides $m$, then $r=1$ and $A_M(m)=1$. Otherwise $r\ne1$ but $r^M=1$, so

$$(1-r)\sum_{k=0}^{M-1}r^k=1-r^M=0,$$

and $A_M(m)=0$. This is `azimuthalAverage_eq`; its second case uses `mul_neg_geom_sum` for the geometric sum.

The smallest positive multiple of $M$ is $M$ itself. If $M\le L$, the choice $m=M$ gives average one. If $M\ge L+1$, no $m$ with $0<|m|\le L$ is divisible by $M$. These are the two directions of `azimuthal_iff`. Multiplying $L+1\le2n$ by $L+1\le M$ gives $(L+1)^2\le2nM$, as in `factor_points_bound`.

## From the two factors to the sphere

Inserting a mode into the rule separates the sums (`productRule_mode`):

$$Q(f_{m,P})=2\pi\left[\sum_i w_i(1-x_i^2)^{|m|/2}P(x_i)\right]A_M(m).$$

For $m\ne0$ the exact integral vanishes, because $\int_0^{2\pi}e^{im\varphi}d\varphi=(e^{2\pi im}-1)/(im)=0$. For $m=0$ it is $2\pi\int_{-1}^1P(z)\,dz$. This is `integral_mode`.

Suppose that $Q$ is exact on the sphere. The modes with $m=0$ have $A_M(0)=1$, and cancelling $2\pi$ leaves polar exactness. The polar bound then gives $n>0$. If $M\le L$, take $m=M$ and $P=1$: the exact integral is zero, but

$$Q(f_{M,1})=2\pi\sum_i w_i(1-x_i^2)^{M/2}>0.$$

`Finset.sum_pos` supplies this contradiction from the signs of the weights and the positions of the nodes. Hence $M\ge L+1$.

Conversely, polar exactness handles $m=0$, and for $0<|m|\le L$ both the average and the integral vanish. This completes `sphereExact_iff`, and `sphere_points_bound` follows by passing its two conclusions to `factor_points_bound`.

## Eight points at degree three

Take $x=(-1/\sqrt3,\,1/\sqrt3)$, $w=(1,1)$ and $M=4$. For $p(t)=\sum_{j=0}^3c_jt^j$ the odd terms cancel, and

$$p(x_0)+p(x_1)=2c_0+\tfrac23c_2=\int_{-1}^1p(t)\,dt.$$

`gauss_two_exact` does this coefficient by coefficient, using $x_i^2=1/3$. Since $M=L+1=4$, `sphereExact_witness` concludes exactness on the sphere through degree three, with $2\cdot4=8=(3+1)^2/2$ points. The bound is therefore attained at $L=3$.

For the mode $\sin^3\theta\,e^{3i\varphi}$, the four azimuths give the phases $1,-i,-1,i$, which add up to zero, as they should. With three azimuths every phase is $1$, and the rule returns

$$2\pi\cdot2\left(\tfrac23\right)^{3/2}\approx6.84$$

instead of zero.

## With every node at a pole, the equivalence can fail

In `sphereExact_iff` it is not enough to ask for nodes in the closed interval $[-1,1]$. Take $x=(-1,1)$, $w=(1,1)$, $M=1$ and $L=1$. The polar rule is exact for linear polynomials. The modes with $m=\pm1$ contain a factor $\sin\theta$, which vanishes at both nodes, so the rule correctly gives zero. It is exact on the sphere through degree one, although $M=1<L+1$. The point bound still holds in this example, with equality: $nM=2=(1+1)^2/2$.
